# Close-packed stackings of triangular layers: minimum distance 1 and twelve nearest neighbours

Equal spheres laid out in flat triangular layers can be stacked so that each layer rests in the hollows of the one below, and because every layer offers two families of hollows there are infinitely many stacking sequences, among them the face-centred cubic and the hexagonal close-packed structure. The question is whether every such sequence keeps the spheres from overlapping and gives each sphere the same number of touching neighbours.

```lean
import Mathlib

open Set

namespace ClosePackedStacking

noncomputable section

/-- Position of sphere `(i, j)` in triangular layer `k` of the stacking with registry
sequence `s`. -/
def site (s : ℤ → ℤ) (x : ℤ × ℤ × ℤ) : EuclideanSpace ℝ (Fin 3) :=
  !₂[(x.1 : ℝ) + x.2.1 / 2 + s x.2.2 / 2, ((x.2.1 : ℝ) + s x.2.2 / 3) * √3 / 2,
    (x.2.2 : ℝ) * √(2 / 3)]

/-- Consecutive layers always differ in registry modulo 3. -/
def IsClosePacked (s : ℤ → ℤ) : Prop := ∀ k, ¬ (3 : ℤ) ∣ s (k + 1) - s k

/-- In-plane integer quadratic form for index differences `a, b` and registry difference `d`. -/
def planeForm (a b d : ℤ) : ℤ := 3 * (a ^ 2 + a * b + b ^ 2 + a * d + b * d) + d ^ 2

/-- The in-plane form of two sites plus twice the squared difference of their layer numbers. -/
def sepForm (s : ℤ → ℤ) (x y : ℤ × ℤ × ℤ) : ℤ :=
  planeForm (y.1 - x.1) (y.2.1 - x.2.1) (s y.2.2 - s x.2.2) + 2 * (y.2.2 - x.2.2) ^ 2

/-- The in-plane form is nonnegative. -/
theorem planeForm_nonneg (a b d : ℤ) : 0 ≤ planeForm a b d := by
  unfold planeForm
  nlinarith [sq_nonneg (2 * a + b + d), sq_nonneg (3 * b + d)]

/-- For a registry difference not divisible by 3 the in-plane form is 1 modulo 3. -/
theorem planeForm_mod (a b : ℤ) {d : ℤ} (hd : ¬ (3 : ℤ) ∣ d) : planeForm a b d % 3 = 1 := by
  obtain ⟨n, hn⟩ : ∃ n, d ^ 2 = 3 * n + 1 := by
    obtain ⟨m, rfl | rfl⟩ : ∃ m, d = 3 * m + 1 ∨ d = 3 * m + 2 := ⟨d / 3, by omega⟩
    · exact ⟨3 * m ^ 2 + 2 * m, by ring⟩
    · exact ⟨3 * m ^ 2 + 4 * m + 1, by ring⟩
  have key : ∀ t : ℤ, (3 * t + (3 * n + 1)) % 3 = 1 := by intro t; omega
  unfold planeForm
  rw [hn]
  exact key _

/-- The squared distance of two sites is one third of the integer `sepForm`. -/
theorem dist_sq_site (s : ℤ → ℤ) (x y : ℤ × ℤ × ℤ) :
    dist (site s x) (site s y) ^ 2 = (sepForm s x y : ℝ) / 3 := by
  have e0 : ∀ z, site s z 0 = (z.1 : ℝ) + z.2.1 / 2 + s z.2.2 / 2 := fun _ => rfl
  have e1 : ∀ z, site s z 1 = ((z.2.1 : ℝ) + s z.2.2 / 3) * √3 / 2 := fun _ => rfl
  have e2 : ∀ z, site s z 2 = (z.2.2 : ℝ) * √(2 / 3) := fun _ => rfl
  have h3 : √3 ^ 2 = (3 : ℝ) := Real.sq_sqrt (by norm_num)
  have h2 : √(2 / 3) ^ 2 = (2 / 3 : ℝ) := Real.sq_sqrt (by norm_num)
  rw [EuclideanSpace.dist_eq, Real.sq_sqrt (by positivity), Fin.sum_univ_three]
  simp only [Real.dist_eq, sq_abs, e0, e1, e2, sepForm, planeForm]
  push_cast
  linear_combination
    (((x.2.1 : ℝ) + s x.2.2 / 3) - ((y.2.1 : ℝ) + s y.2.2 / 3)) ^ 2 / 4 * h3
      + ((x.2.2 : ℝ) - y.2.2) ^ 2 * h2

/-- Two sites are at distance 1 exactly when `sepForm` equals 3. -/
theorem dist_eq_one_iff (s : ℤ → ℤ) (x y : ℤ × ℤ × ℤ) :
    dist (site s x) (site s y) = 1 ↔ sepForm s x y = 3 := by
  have hd := dist_sq_site s x y
  constructor
  · intro h
    rw [h] at hd
    have : (sepForm s x y : ℝ) = 3 := by linarith
    exact_mod_cast this
  · intro h
    rw [h] at hd
    apply (pow_eq_one_iff_of_nonneg dist_nonneg two_ne_zero).1
    rw [hd]
    norm_num

/-- In a close-packed stacking `sepForm` of two distinct sites is 3 or at least 6. -/
theorem sepForm_gap {s : ℤ → ℤ} (hs : IsClosePacked s) {x y : ℤ × ℤ × ℤ} (hxy : x ≠ y) :
    sepForm s x y = 3 ∨ 6 ≤ sepForm s x y := by
  obtain ⟨i, j, k⟩ := x
  obtain ⟨i', j', k'⟩ := y
  have pos : ∀ a b : ℤ, ¬(a = 0 ∧ b = 0) → 1 ≤ a ^ 2 + a * b + b ^ 2 := by
    intro a b hne
    by_contra hlt
    have aux : ∀ t : ℤ, ¬ 1 ≤ t → t ≤ 0 := by intro t ht; omega
    have hle : a ^ 2 + a * b + b ^ 2 ≤ 0 := aux _ hlt
    have ha : a ^ 2 = 0 := le_antisymm (by nlinarith [sq_nonneg (a + 2 * b)]) (sq_nonneg _)
    have hb : b ^ 2 = 0 := le_antisymm (by nlinarith [sq_nonneg (2 * a + b)]) (sq_nonneg _)
    exact hne ⟨by simpa using ha, by simpa using hb⟩
  have h0 := planeForm_nonneg (i' - i) (j' - j) (s k' - s k)
  obtain h | rfl | rfl | h | h :
      k' = k ∨ k' = k + 1 ∨ k = k' + 1 ∨ 2 ≤ k' - k ∨ k' - k ≤ -2 := by omega
  · -- same layer: a positive multiple of 3
    have hne : ¬(i' - i = 0 ∧ j' - j = 0) := fun ⟨h1, h2⟩ =>
      hxy (by rw [show i = i' by omega, show j = j' by omega, h])
    obtain ⟨t, ht, e⟩ : ∃ t, 1 ≤ t ∧ sepForm s (i, j, k) (i', j', k') = 3 * t :=
      ⟨_, pos (i' - i) (j' - j) hne, by simp only [sepForm, planeForm, h]; ring⟩
    omega
  · -- adjacent layers: (3 n + 1) + 2
    have h1 := planeForm_mod (i' - i) (j' - j) (hs k)
    have e : sepForm s (i, j, k) (i', j', k + 1)
        = planeForm (i' - i) (j' - j) (s (k + 1) - s k) + 2 := by
      simp only [sepForm, planeForm]; ring
    omega
  · have hk := hs k'
    have h1 := planeForm_mod (i' - i) (j' - j) (d := s k' - s (k' + 1)) (by omega)
    have e : sepForm s (i, j, k' + 1) (i', j', k')
        = planeForm (i' - i) (j' - j) (s k' - s (k' + 1)) + 2 := by
      simp only [sepForm, planeForm]; ring
    omega
  all_goals
    -- two or more layers apart: the height alone gives at least 8
    have h4 : 4 ≤ (k' - k) ^ 2 := by nlinarith
    right
    simp only [sepForm]
    linarith

/-- Distinct sites of a close-packed stacking are at distance 1 or at least `√2`. -/
theorem dist_gap {s : ℤ → ℤ} (hs : IsClosePacked s) {x y : ℤ × ℤ × ℤ} (hxy : x ≠ y) :
    dist (site s x) (site s y) = 1 ∨ √2 ≤ dist (site s x) (site s y) := by
  rcases sepForm_gap hs hxy with h | h
  · exact Or.inl ((dist_eq_one_iff s x y).2 h)
  · refine Or.inr (Real.sqrt_le_iff.2 ⟨dist_nonneg, ?_⟩)
    have : (6 : ℝ) ≤ sepForm s x y := by exact_mod_cast h
    rw [dist_sq_site]
    linarith

/-- All distinct sites are at least 1 apart if and only if no registry step is divisible
by 3. -/
theorem one_le_dist_iff (s : ℤ → ℤ) :
    (∀ x y, x ≠ y → 1 ≤ dist (site s x) (site s y)) ↔ IsClosePacked s := by
  constructor
  · rintro h k ⟨m, hm⟩
    -- a sphere directly above another one
    have h1 := h (0, 0, k) (-m, -m, k + 1) (by simp)
    have h2 := dist_sq_site s (0, 0, k) (-m, -m, k + 1)
    have e : sepForm s (0, 0, k) (-m, -m, k + 1) = 2 := by
      simp only [sepForm, planeForm, hm]; ring
    rw [e] at h2
    push_cast at h2
    nlinarith
  · intro hs x y hxy
    rcases dist_gap hs hxy with h | h
    · exact h.ge
    · exact le_trans ((Real.le_sqrt' one_pos).2 (by norm_num)) h

/-- For registry residues `r c` in `{0, 1, 2}`, zero at `c = 0` and nonzero at `c = ±1`, exactly
12 offsets `(a, b, c)` satisfy `planeForm a b (r c) + 2 c ^ 2 = 3`. -/
theorem card_contact_offsets (r : ℤ → ℤ) (hr : ∀ c, 0 ≤ r c ∧ r c ≤ 2) (h0 : r 0 = 0)
    (h1 : r 1 ≠ 0) (h2 : r (-1) ≠ 0) :
    {v : ℤ × ℤ × ℤ | planeForm v.1 v.2.1 (r v.2.2) + 2 * v.2.2 ^ 2 = 3}.ncard = 12 := by
  have bd : ∀ x : ℤ, x ^ 2 ≤ 12 → -3 ≤ x ∧ x ≤ 3 := by
    intro x hx
    by_contra hc
    rcases (by omega : x ≤ -4 ∨ 4 ≤ x) with h | h <;> nlinarith
  have key : ∀ p q : ℤ, (p = 1 ∨ p = 2) → (q = 1 ∨ q = 2) →
      ((({-1, 0, 1} : Finset ℤ) ×ˢ ({-1, 0, 1} : Finset ℤ) ×ˢ ({-1, 0, 1} : Finset ℤ)).filter
        fun v => planeForm v.1 v.2.1 (if v.2.2 = 0 then 0 else if v.2.2 = 1 then p else q)
          + 2 * v.2.2 ^ 2 = 3).card = 12 := by
    rintro p q (rfl | rfl) (rfl | rfl) <;> decide +kernel
  have hp := hr 1
  have hq := hr (-1)
  rw [← key (r 1) (r (-1)) (by omega) (by omega), ← Set.ncard_coe_finset]
  congr 1
  ext ⟨a, b, c⟩
  have hif : c = -1 ∨ c = 0 ∨ c = 1 →
      (if c = 0 then 0 else if c = 1 then r 1 else r (-1)) = r c := by
    rintro (rfl | rfl | rfl) <;> simp [h0]
  simp only [Set.mem_ofPred_eq, Finset.mem_coe, Finset.mem_filter, Finset.mem_product,
    Finset.mem_insert, Finset.mem_singleton]
  constructor
  · intro h
    -- every solution lies in the box {-1, 0, 1}³
    have hn := planeForm_nonneg a b (r c)
    have hrc := hr c
    have hc := bd (2 * c) (by nlinarith)
    have ha := bd (3 * a + r c)
      (by unfold planeForm at h; nlinarith [sq_nonneg (2 * b + a + r c), sq_nonneg c])
    have hb := bd (3 * b + r c)
      (by unfold planeForm at h; nlinarith [sq_nonneg (2 * a + b + r c), sq_nonneg c])
    have hc' : c = -1 ∨ c = 0 ∨ c = 1 := by omega
    refine ⟨⟨by omega, by omega, hc'⟩, ?_⟩
    rw [hif hc']
    exact h
  · rintro ⟨⟨-, -, hc⟩, h⟩
    rwa [hif hc] at h

/-- In a close-packed stacking distinct points are at least 1 apart, and every point has
exactly 12 points of the stacking at distance 1. -/
theorem closePacked_coordination {s : ℤ → ℤ} (hs : IsClosePacked s) :
    (∀ p ∈ range (site s), ∀ q ∈ range (site s), p ≠ q → 1 ≤ dist p q) ∧
      ∀ p ∈ range (site s), {q | q ∈ range (site s) ∧ dist p q = 1}.ncard = 12 := by
  have pack := (one_le_dist_iff s).2 hs
  constructor
  · rintro _ ⟨x, rfl⟩ _ ⟨y, rfl⟩ h
    exact pack x y fun e => h (by rw [e])
  rintro _ ⟨⟨i, j, k⟩, rfl⟩
  have inj : Function.Injective (site s) := by
    intro x y h
    by_contra hne
    have := pack x y hne
    rw [h, dist_self] at this
    linarith
  -- split each registry difference into a lattice shift and a residue
  obtain ⟨m, r, hmr⟩ : ∃ m r : ℤ → ℤ,
      ∀ c, s (k + c) = s k + 3 * m c + r c ∧ 0 ≤ r c ∧ r c ≤ 2 :=
    ⟨fun c => (s (k + c) - s k) / 3, fun c => (s (k + c) - s k) % 3,
      fun c => by beta_reduce; omega⟩
  let f : ℤ × ℤ × ℤ → ℤ × ℤ × ℤ := fun v => (i + v.1 - m v.2.2, j + v.2.1 - m v.2.2, k + v.2.2)
  have hf : ∀ v, sepForm s (i, j, k) (f v)
      = planeForm v.1 v.2.1 (r v.2.2) + 2 * v.2.2 ^ 2 := by
    rintro ⟨a, b, c⟩
    simp only [sepForm, planeForm, f]
    rw [(hmr c).1]
    ring
  have finj : Function.Injective f := by
    rintro ⟨a, b, c⟩ ⟨a', b', c'⟩ h
    simp only [f, Prod.mk.injEq] at h ⊢
    obtain ⟨h1, h2, h3⟩ := h
    obtain rfl : c = c' := by omega
    exact ⟨by omega, by omega, rfl⟩
  have r0 : r 0 = 0 := by have := hmr 0; rw [add_zero k] at this; omega
  have r1 : r 1 ≠ 0 := by have := hmr 1; have := hs k; omega
  have r2 : r (-1) ≠ 0 := by
    have := hmr (-1)
    have h := hs (k + -1)
    rw [show k + -1 + 1 = k by ring] at h
    omega
  rw [← card_contact_offsets r (fun c => (hmr c).2) r0 r1 r2,
    ← Set.ncard_image_of_injective _ (inj.comp finj)]
  congr 1
  ext q
  constructor
  · rintro ⟨⟨⟨a, b, c⟩, rfl⟩, h⟩
    have e : f (a - i + m (c - k), b - j + m (c - k), c - k) = (a, b, c) := by
      simp only [f, Prod.mk.injEq]
      exact ⟨by ring, by ring, by ring⟩
    have hv := hf (a - i + m (c - k), b - j + m (c - k), c - k)
    rw [e, (dist_eq_one_iff s _ _).1 h] at hv
    exact ⟨(a - i + m (c - k), b - j + m (c - k), c - k), hv.symm, congrArg (site s) e⟩
  · rintro ⟨v, hv, rfl⟩
    exact ⟨⟨f v, rfl⟩, (dist_eq_one_iff s _ _).2 ((hf v).trans hv)⟩

/-- The ABC sequence `s k = k` and the AB sequence `s k = k mod 2` are close-packed. -/
theorem isClosePacked_witness :
    IsClosePacked (fun k => k) ∧ IsClosePacked (fun k => k % 2) := by
  constructor <;> intro k <;> beta_reduce <;> omega

end

end ClosePackedStacking
```
```lean
#print axioms ClosePackedStacking.closePacked_coordination
```

```
'ClosePackedStacking.closePacked_coordination' depends on axioms: [propext, Classical.choice, Quot.sound]
```

## What the theorems say

A stacking is given by a function `s : ℤ → ℤ`, which assigns to layer number k an integer s_k, the registry of that layer. A sphere is labelled by a triple of integers `x`, with `x.1` = i, `x.2.1` = j and `x.2.2` = k, and `site s x` is its centre, the point of `EuclideanSpace ℝ (Fin 3)` with coordinates 0, 1, 2 equal to

P(i, j, k) = ( i + j/2 + s_k/2, (j + s_k/3)·√3/2, k·√(2/3) ).

The divisions in `site` are divisions of real numbers, and `dist` is the Euclidean distance. `IsClosePacked s` says that 3 divides no step s_(k+1) − s_k.

The main theorem `closePacked_coordination` assumes `IsClosePacked s` and speaks about the set `range (site s)` of all centres. Two different centres are at least 1 apart, and for each centre the set of centres at distance exactly 1 has 12 elements. `dist_gap` adds, under the same assumption, that sites with different labels are at distance 1 or at least √2. `one_le_dist_iff` holds for any `s`: all differently labelled sites are at least 1 apart if and only if `IsClosePacked s`. `isClosePacked_witness` verifies the condition for s_k = k and for s_k = k mod 2.

## The physics encoded

The unit of length is the sphere diameter, so distance 1 means contact and a smaller distance means overlap. Let u₁ = (1, 0, 0) and u₂ = (1/2, √3/2, 0) span the triangular lattice, let τ = (u₁ + u₂)/3 = (1/2, √3/6, 0), and let ẑ = (0, 0, 1). Then

P(i, j, k) = i u₁ + j u₂ + s_k τ + k √(2/3) ẑ.

The vector τ points from a lattice point to the centre of a neighbouring triangle. Since 3τ = u₁ + u₂ is a lattice vector, the position of layer k depends only on s_k modulo 3, and the residues 0, 1, 2 are the positions usually called A, B, C. The hypothesis forbids the same letter in consecutive layers and demands nothing else; in particular `s` need not be periodic. The sequence s_k = k is ABCABC…, the face-centred cubic structure, and s_k = k mod 2 is ABAB…, the hexagonal close-packed one.

The layer spacing is built into `site`. A cluster of four spheres shows its origin: with s_0 = 0 and s_1 = 1, the centre P(0, 0, 1) lies above the middle of the triangle P(0, 0, 0), P(1, 0, 0), P(0, 1, 0), at horizontal distance |τ| = 1/√3 from each corner, and 1/3 + 2/3 = 1 makes the four points a regular tetrahedron of edge 1.

For an ideal, infinite stacking of identical atoms at exactly this spacing, a neighbour cutoff placed strictly between 1 and √2 selects twelve neighbours at one common distance for every sequence satisfying `IsClosePacked`, so a pair potential truncated there assigns every such stacking the same energy per atom, and a nearest-neighbour tight-binding model has coordination 12 at every site. Surfaces, vacancies, relaxed spacings and layers that are not flat triangular lattices lie beyond the model. The word "close-packed" is here the name of a condition on `s`: no packing density is computed, and nothing is said about optimality among all sphere packings, which is the subject of the Kepler conjecture on sphere packing.

## Why it is true

Take sites (i, j, k) and (i′, j′, k′) at distance D and put a = i′ − i, b = j′ − j, c = k′ − k, d = s_k′ − s_k. The coordinate differences are (2a + b + d)/2, (3b + d)·√3/6 and c·√(2/3), so

12 D² = 3(2a + b + d)² + (3b + d)² + 8c².

Expanding the first two squares gives 12a² + 12ab + 12b² + 12ad + 12bd + 4d². With

N(a, b, d) = 3(a² + ab + b² + ad + bd) + d²

this reads

4N = 3(2a + b + d)² + (3b + d)², 3D² = N + 2c².

Hence 3D² is an integer and N ≥ 0. If 3 does not divide d, then d = 3m + 1 or d = 3m + 2 for an integer m, d² leaves remainder 1 on division by 3, and so does N.

For distinct sites of a close-packed stacking there are three cases. In the same layer c = d = 0 and 3D² = 3(a² + ab + b²); the identities 4(a² + ab + b²) = (a + 2b)² + 3a² = (2a + b)² + 3b² show that the bracket is at least 1 unless a = b = 0, so 3D² is a positive multiple of 3. In adjacent layers c² = 1 and 3 does not divide d, so N = 3n + 1 with an integer n ≥ 0 and 3D² = 3n + 3. For |c| ≥ 2 the height alone gives 3D² ≥ 8. In all cases 3D² = 3 or 3D² ≥ 6, that is D = 1 or D ≥ √2.

Conversely, suppose s_(k+1) − s_k = 3m. For the sites (0, 0, k) and (−m, −m, k + 1) both squares vanish, since −2m − m + 3m = 0 and −3m + 3m = 0. Then N = 0 and D² = 2/3 < 1.

To count contacts of (i, j, k), write s_(k+c) − s_k = 3m_c + r_c with r_c in {0, 1, 2} for each layer offset c. The two squares are unchanged under the following shift:

N(a − m_c, b − m_c, 3m_c + r_c) = N(a, b, r_c).

Labelling sites as (i + a − m_c, j + b − m_c, k + c), contact means N(a, b, r_c) + 2c² = 3. Here r_0 = 0, and r_1, r_(−1) are nonzero by hypothesis. A solution has (2c)² ≤ 6 and (3b + r_c)² ≤ 4N ≤ 12, and, N being symmetric in a and b, also (3a + r_c)² ≤ 12. An integer whose square is at most 12 lies between −3 and 3, which confines a, b, c to {−1, 0, 1}. For c = 0 the equation is a² + ab + b² = 1, solved by (±1, 0), (0, ±1), (1, −1), (−1, 1). For c = ±1 it is N = 1: residue 1 gives (0, 0), (−1, 0), (0, −1), and residue 2 gives (−1, 0), (0, −1), (−1, −1). The total is 6 + 3 + 3 = 12 for all four residue patterns.

## The proof in Lean

`planeForm` is N and `sepForm` is N + 2c². `planeForm_nonneg` hands `nlinarith` the two squares above, and `planeForm_mod` splits d into the two residue classes. `dist_sq_site` unfolds the distance into three squares and closes with `linear_combination`, whose coefficients are the factors multiplying (√3)² and (√(2/3))² in the squared differences of coordinates 1 and 2. It is the only lemma that looks at coordinates. `dist_eq_one_iff` turns D = 1 into `sepForm s x y = 3`.

`sepForm_gap` runs the three cases as five, treating c = 1 and c = −1 separately and c ≥ 2, c ≤ −2 together under `all_goals`; `pos` is the positivity of a² + ab + b², and `omega` finishes the divisibility arguments. `dist_gap` and `one_le_dist_iff` translate the result back to distances, the latter using the pair `(0, 0, k)`, `(-m, -m, k + 1)` for necessity. In `closePacked_coordination` the map `f` is the relabelling, `hf` is the shift identity, and `inj` and `finj` show that different offsets give different points, so that `Set.ncard_image_of_injective` carries the count from offsets to points. The residues come from integer `/ 3` and `% 3`, which give a remainder in {0, 1, 2} for negative differences too, as in −1 = 3·(−1) + 2.

## From an infinite search to a finite computation

The count turns on `card_contact_offsets`. Its statement concerns `Set.ncard` of a subset of ℤ³, which no computation can evaluate directly; `ncard` is 0 on infinite sets, so the value 12 also says that the set is finite. The auxiliary statement `key` concerns instead a `Finset`, the 27 triples of the box filtered by the contact equation. The unknown function `r` is replaced there by an `if` expression in two integers `p` and `q`, standing for r_1 and r_(−1). After the case split each is the numeral 1 or 2, the proposition has no free variables, and `decide +kernel` has the kernel evaluate its decision procedure. `Set.ncard_coe_finset` links the two notions of size, and the remaining set equality is the confinement argument, with `bd` as the bound on integers of square at most 12 and `hif` identifying the `if` expression with `r c` inside the box.

## Without the hypothesis, and two pitfalls

For s_k = 0 every layer is A, and P(0, 0, 1) sits directly above P(0, 0, 0) at distance √(2/3). The count fails as well: N is then a multiple of 3, so N = 1 has no solution in the adjacent layers and only the six in-layer contacts remain, a side calculation that the file does not contain.

It is tempting to state the hypothesis as s_(k+1) ≠ s_k. The sequence s_k = 3k satisfies that and yet produces the same point set as s_k = 0, which is why `IsClosePacked` is phrased with divisibility. A related slip is to search the box {−1, 0, 1}³ in the raw index differences. For s_k = 4k, which is close-packed, m_1 = r_1 = 1, and the contacts in the layer above have in-plane index differences (−1, −1), (−2, −1), (−1, −2), two of them outside the box; the bound applies only after the shift by m_c.
